# Löwdin factors of an overlapping dimer commute with the site swap, triangular factors do not

## Two overlapping orbitals

Take two normalized real orbitals φ₀ and φ₁ on equivalent sites, with overlap s and 0 < |s| < 1. Writing matrices row by row, with a semicolon between rows, the overlap matrix and the swap of the sites are

    S = (1, s; s, 1),    P = (0, 1; 1, 0).

Exchanging the sites leaves S unchanged: PᵀSP = S.

Gram-Schmidt keeps φ₀ and removes its component from φ₁. The coefficients of the new orbitals are the columns of

    Z = (1, −s/√(1−s²); 0, 1/√(1−s²)).

Löwdin orthogonalization uses the positive definite inverse square root of S:

    X = (a, b; b, a),
    a = ½ [1/√(1+s) + 1/√(1−s)],
    b = ½ [1/√(1+s) − 1/√(1−s)].

Multiplying by P from the right exchanges columns, and from the left it exchanges rows. For X both give (b, a; a, b), so XP = PX. For Z the upper left entry of ZP is −s/√(1−s²), while that of PZ is the zero below the diagonal of Z. These differ because s ≠ 0. Gram-Schmidt has singled out the site it started from.

## What commuting means for the orbitals

Let a symmetry U send φᵢ to Σₖ φₖ Uₖᵢ, and let ψⱼ = Σᵢ φᵢ Xᵢⱼ be the orthogonalized orbitals. Then ψⱼ is sent to Σₖ φₖ (UX)ₖⱼ. If UX = XU, this equals Σᵢ ψᵢ Uᵢⱼ, so the new orbitals transform among themselves exactly as the old ones did.

An electronic-structure calculation with localized nonorthogonal orbitals can use an inverse factor of S to reach an orthogonal basis. For a finite real overlap matrix and exact factors, every orthogonal matrix U that leaves S unchanged represents the same symmetry in the Löwdin basis as in the original one. A triangular factor leaves the energies unchanged too, but the swap of the dimer is then represented by a different matrix.

## Factors, symmetries and the three claims

In Lean, overlaps, factors and symmetries are real square matrices over a finite index set. `IsLoewdin S X` says that X is positive definite, which includes symmetric, and that XSX = 1. `IsTriangularFactor S Z` says that Z vanishes below the diagonal and that ZᵀSZ = 1. The signs on the diagonal of Z are left free, so the Gram-Schmidt factor with positive diagonal is one instance.

The sites of a chain are numbered 0 to N−1, and `mirror N` is the permutation matrix that takes site i to N−1−i. For N = 2 it is the swap P.

- `loewdin_commutes_iff`: if X is a Löwdin factor of S and UᵀU = 1, then UᵀSU = S holds exactly when XU = UX.
- `overlap_eq_zero_of_triangular_mirror`: if a triangular factor of a chain commutes with the mirror, all overlaps between different sites are zero.
- `dimer_site_symmetry`: for the dimer with s ≠ 0, every Löwdin factor commutes with the swap and no triangular factor does.

The factors enter as hypotheses; their existence for a general S is not derived. No bound on s is stated, since for |s| ≥ 1 the dimer has no such factors and the claim is empty. `dimer_witness` supplies both factors at s = 24/25, where the square roots are rational; the formulas above for other s are ordinary algebra added here. Complex orbitals and infinite systems would need a different setting.

## Symmetries of S pass to X, and back

From XSX = 1 and the fact that a one-sided inverse of a square matrix is two-sided, SX² = X²S = 1.

Suppose UᵀSU = S. Multiplying by U from the left gives SU = US. Multiplying this by X² on both sides gives

    UX² = X²U.

It remains to pass from X² to X. Let C = XU − UX. Then

    XC + CX = X²U − XUX + XUX − UX² = 0.

Multiply by Cᵀ and take the trace, using its cyclic property in the second term:

    0 = Tr(CᵀXC) + Tr(CXCᵀ) = Σⱼ cⱼᵀXcⱼ + Σᵢ rᵢᵀXrᵢ.

Here cⱼ are the columns of C, and rᵢ are its rows written as column vectors. No term is negative, so every cⱼᵀXcⱼ is zero. As X is positive definite, every cⱼ is zero, hence C = 0 and XU = UX.

Conversely, XU = UX gives X²U = UX². Multiplying by S on both sides gives US = SU, and then UᵀSU = UᵀUS = S.

## A mirror-symmetric triangular factor is diagonal

Write M for the mirror and a′ = N−1−a. The entries of the two products in row a and column b are (ZM)(a, b) = Z(a, b′) and (MZ)(a, b) = Z(a′, b). If Z commutes with M, these agree for all a and b, and replacing b by b′ gives

    Z(a, b) = Z(a′, b′).

For a < b we have a′ > b′, so the right side lies below the diagonal and vanishes. Thus Z is diagonal, with diagonal entries d(a), and ZᵀSZ = 1 reads

    d(a) S(a, b) d(b) = 1 if a = b, and 0 otherwise.

The case a = b shows that no d(a) is zero. The case a ≠ b then gives S(a, b) = 0. For the dimer this means s = 0, contrary to the assumption.

## An indefinite square root that loses the swap

For the general equivalence it is not enough that X be symmetric and invertible with XSX = 1. Take

    S = (1, 0; 0, 1),    X = (1, 0; 0, −1),    U = P.

Then XSX = 1 and UᵀSU = S, but

    XU = (0, 1; −1, 0),    UX = (0, −1; 1, 0).

The two orbitals have received opposite signs, which the swap detects. In the trace argument, the quadratic forms of this X can be negative and cancel.

## The complete Lean file

```lean
import Mathlib

open Matrix

namespace OrthogonalizationSymmetry

noncomputable section

variable {n : Type*} [Fintype n] [DecidableEq n]

/-- `X` is a Löwdin factor of the overlap matrix `S`: it is positive definite and
`X S X = 1`. -/
def IsLoewdin (S X : Matrix n n ℝ) : Prop :=
  X.PosDef ∧ X * S * X = 1

/-- `Z` is a triangular inverse factor of the overlap matrix `S` of a chain of `N` sites:
it is upper triangular and `Zᵀ S Z = 1`. -/
def IsTriangularFactor {N : ℕ} (S Z : Matrix (Fin N) (Fin N) ℝ) : Prop :=
  (∀ i j, j < i → Z i j = 0) ∧ Zᵀ * S * Z = 1

/-- The mirror reflection of a chain of `N` sites, which reverses the order of the sites. -/
def mirror (N : ℕ) : Matrix (Fin N) (Fin N) ℝ :=
  Matrix.of fun i j => if Fin.rev i = j then 1 else 0

/-- The overlap matrix of two normalized orbitals with mutual overlap `s`. -/
def dimerOverlap (s : ℝ) : Matrix (Fin 2) (Fin 2) ℝ := !![1, s; s, 1]

omit [DecidableEq n] in
/-- If `X` is positive definite, the only solution of `X C + C X = 0` is `C = 0`. -/
theorem eq_zero_of_anticommute {X C : Matrix n n ℝ} (hX : X.PosDef)
    (h : X * C + C * X = 0) : C = 0 := by
  have hq : ∀ v : n → ℝ, v ≠ 0 → 0 < v ⬝ᵥ X *ᵥ v := fun v hv => by
    simpa using hX.dotProduct_mulVec_pos hv
  have hq0 : ∀ v : n → ℝ, 0 ≤ v ⬝ᵥ X *ᵥ v := fun v => by
    by_cases hv : v = 0
    · simp [hv]
    · exact (hq v hv).le
  -- the trace of `Dᵀ X D` is the sum of the quadratic form over the columns of `D`
  have ht : ∀ D : Matrix n n ℝ,
      trace (Dᵀ * (X * D)) = ∑ j, (fun i => D i j) ⬝ᵥ X *ᵥ (fun i => D i j) := fun D => by
    simp only [Matrix.trace, Matrix.diag_apply, Matrix.mul_apply, Matrix.transpose_apply,
      dotProduct, Matrix.mulVec]
  have hnn : ∀ D : Matrix n n ℝ, 0 ≤ trace (Dᵀ * (X * D)) := fun D => by
    rw [ht]
    exact Finset.sum_nonneg fun j _ => hq0 _
  have h2 : trace (Cᵀᵀ * (X * Cᵀ)) = trace (Cᵀ * (C * X)) := by
    rw [Matrix.transpose_transpose, ← Matrix.mul_assoc, Matrix.trace_mul_comm]
  have hsum : trace (Cᵀ * (X * C)) + trace (Cᵀ * (C * X)) = 0 := by
    rw [← Matrix.trace_add, ← Matrix.mul_add, h, Matrix.mul_zero, Matrix.trace_zero]
  have h0 : trace (Cᵀ * (X * C)) = 0 := by
    have a := hnn C
    have b := hnn Cᵀ
    rw [h2] at b
    linarith
  -- hence every column of `C` vanishes
  rw [ht, Finset.sum_eq_zero_iff_of_nonneg fun j _ => hq0 _] at h0
  ext i j
  by_contra hij
  have hne : (fun k => C k j) ≠ 0 := fun hc => hij (congrFun hc i)
  exact (hq _ hne).ne' (h0 j (Finset.mem_univ j))

/-- An orthogonal transformation `U` leaves the overlap matrix invariant if and only if it
commutes with the Löwdin factor. -/
theorem loewdin_commutes_iff {S X U : Matrix n n ℝ} (hX : IsLoewdin S X)
    (hU : Uᵀ * U = 1) : Uᵀ * S * U = S ↔ X * U = U * X := by
  obtain ⟨hpos, hXS⟩ := hX
  have hU' : U * Uᵀ = 1 := mul_eq_one_comm.1 hU
  -- `X²` is the two-sided inverse of `S`
  have hr : S * (X * X) = 1 := by
    rw [← Matrix.mul_assoc]
    exact mul_eq_one_comm.1 (by rw [← Matrix.mul_assoc]; exact hXS)
  have hl : X * X * S = 1 := mul_eq_one_comm.1 hr
  constructor
  · intro h
    have hSU : S * U = U * S := by
      calc S * U = (U * Uᵀ) * (S * U) := by rw [hU', Matrix.one_mul]
        _ = U * (Uᵀ * S * U) := by simp only [Matrix.mul_assoc]
        _ = U * S := by rw [h]
    have hXU : X * X * U = U * (X * X) := by
      calc X * X * U = X * X * U * (S * (X * X)) := by rw [hr, Matrix.mul_one]
        _ = X * X * (U * S) * (X * X) := by simp only [Matrix.mul_assoc]
        _ = X * X * (S * U) * (X * X) := by rw [hSU]
        _ = (X * X * S) * (U * (X * X)) := by simp only [Matrix.mul_assoc]
        _ = U * (X * X) := by rw [hl, Matrix.one_mul]
    -- the commutator of `X` and `U` anticommutes with `X`
    refine sub_eq_zero.1 (eq_zero_of_anticommute hpos ?_)
    calc X * (X * U - U * X) + (X * U - U * X) * X
        = X * X * U - U * (X * X) := by noncomm_ring
      _ = 0 := sub_eq_zero.2 hXU
  · intro h
    have hXU : X * X * U = U * (X * X) := by
      rw [Matrix.mul_assoc, h, ← Matrix.mul_assoc, h, Matrix.mul_assoc]
    have hSU : S * U = U * S := by
      calc S * U = S * U * (X * X * S) := by rw [hl, Matrix.mul_one]
        _ = S * (U * (X * X)) * S := by simp only [Matrix.mul_assoc]
        _ = S * (X * X * U) * S := by rw [hXU]
        _ = (S * (X * X)) * (U * S) := by simp only [Matrix.mul_assoc]
        _ = U * S := by rw [hr, Matrix.one_mul]
    rw [Matrix.mul_assoc, hSU, ← Matrix.mul_assoc, hU, Matrix.one_mul]

/-- If a triangular inverse factor of a chain commutes with the mirror reflection, then
different sites have zero overlap. -/
theorem overlap_eq_zero_of_triangular_mirror {N : ℕ} {S Z : Matrix (Fin N) (Fin N) ℝ}
    (hZ : IsTriangularFactor S Z) (h : Z * mirror N = mirror N * Z)
    (i j : Fin N) (hij : i ≠ j) : S i j = 0 := by
  obtain ⟨hT, h1⟩ := hZ
  have hrev : ∀ a b, Z a (Fin.rev b) = Z (Fin.rev a) b := fun a b => by
    have e := congrFun (congrFun h a) b
    have e1 : (Z * mirror N) a b = Z a (Fin.rev b) := by
      simp [mirror, Matrix.mul_apply, Fin.rev_eq_iff]
    have e2 : (mirror N * Z) a b = Z (Fin.rev a) b := by
      simp [mirror, Matrix.mul_apply]
    rw [← e1, ← e2, e]
  -- the reflection turns upper into lower triangular, so `Z` is diagonal
  obtain ⟨d, rfl⟩ : ∃ d, Z = Matrix.diagonal d := by
    refine ⟨fun a => Z a a, ?_⟩
    ext a b
    rcases lt_trichotomy a b with hab | hab | hab
    · rw [Matrix.diagonal_apply_ne _ hab.ne]
      have e := hrev a (Fin.rev b)
      rw [Fin.rev_rev] at e
      rw [e]
      exact hT _ _ (Fin.rev_lt_rev.2 hab)
    · subst hab
      rw [Matrix.diagonal_apply_eq]
    · rw [Matrix.diagonal_apply_ne _ hab.ne']
      exact hT _ _ hab
  have e : ∀ a b, d a * S a b * d b = (1 : Matrix (Fin N) (Fin N) ℝ) a b := fun a b => by
    rw [← h1, Matrix.diagonal_transpose, Matrix.mul_diagonal, Matrix.diagonal_mul]
  have hd : ∀ a, d a ≠ 0 := fun a ha => by
    have := e a a
    rw [ha, Matrix.one_apply_eq] at this
    norm_num at this
  have hs := e i j
  rw [Matrix.one_apply_ne hij] at hs
  simpa [hd i, hd j] using hs

/-- For two sites the mirror reflection is the swap matrix. -/
theorem mirror_two : mirror 2 = !![0, 1; 1, 0] := by
  have e : ∀ i j : Fin 2, Fin.rev i = j ↔ i ≠ j := by decide
  ext i j
  simp only [mirror, Matrix.of_apply, e]
  fin_cases i <;> fin_cases j <;> simp

/-- For a dimer with nonzero overlap `s`, every Löwdin factor commutes with the swap of the
two sites, and no triangular inverse factor does. -/
theorem dimer_site_symmetry {s : ℝ} (hs : s ≠ 0) {X Z : Matrix (Fin 2) (Fin 2) ℝ}
    (hX : IsLoewdin (dimerOverlap s) X) (hZ : IsTriangularFactor (dimerOverlap s) Z) :
    X * mirror 2 = mirror 2 * X ∧ Z * mirror 2 ≠ mirror 2 * Z := by
  constructor
  · refine (loewdin_commutes_iff hX ?_).1 ?_ <;> ext i j <;> fin_cases i <;> fin_cases j <;>
      simp [mirror_two, dimerOverlap, Matrix.mul_apply, Fin.sum_univ_two]
  · intro h
    exact hs (overlap_eq_zero_of_triangular_mirror hZ h 0 1 (by decide))

/-- Explicit Löwdin and triangular inverse factors of the dimer with overlap `24/25`. -/
theorem dimer_witness :
    IsLoewdin (dimerOverlap (24 / 25)) !![20 / 7, -15 / 7; -15 / 7, 20 / 7] ∧
      IsTriangularFactor (dimerOverlap (24 / 25)) !![1, -24 / 7; 0, 25 / 7] := by
  refine ⟨⟨Matrix.posDef_iff_dotProduct_mulVec.2 ⟨?_, fun x hx => ?_⟩, ?_⟩, ?_, ?_⟩
  · ext i j
    fin_cases i <;> fin_cases j <;> simp
  -- the quadratic form is bounded below by a multiple of the squared length
  · have hq : star x ⬝ᵥ (!![20 / 7, -15 / 7; -15 / 7, 20 / 7] *ᵥ x)
        = 5 / 7 * (x 0 ^ 2 + x 1 ^ 2) + 15 / 7 * (x 0 - x 1) ^ 2 := by
      simp [dotProduct, Matrix.mulVec, Fin.sum_univ_two]
      ring
    rw [hq]
    by_contra hle
    have hle' := not_lt.1 hle
    have a := sq_nonneg (x 0)
    have b := sq_nonneg (x 1)
    have c := sq_nonneg (x 0 - x 1)
    have x0 : x 0 = 0 := (pow_eq_zero_iff two_ne_zero).1 (le_antisymm (by linarith) a)
    have x1 : x 1 = 0 := (pow_eq_zero_iff two_ne_zero).1 (le_antisymm (by linarith) b)
    exact hx (funext (Fin.forall_fin_two.2 ⟨x0, x1⟩))
  · ext i j
    fin_cases i <;> fin_cases j <;>
      norm_num [dimerOverlap, Matrix.mul_apply, Fin.sum_univ_two]
  · intro i j hij
    fin_cases i <;> fin_cases j <;> simp at hij ⊢
  · ext i j
    fin_cases i <;> fin_cases j <;>
      norm_num [dimerOverlap, Matrix.mul_apply, Fin.sum_univ_two]

end

end OrthogonalizationSymmetry
```

```lean
#print axioms OrthogonalizationSymmetry.dimer_site_symmetry
-- 'OrthogonalizationSymmetry.dimer_site_symmetry' depends on axioms: [propext, Classical.choice, Quot.sound]
```

## From the trace identity to the dimer

`eq_zero_of_anticommute` is the trace argument for a general C. Its step `ht` writes Tr(DᵀXD) as a sum of quadratic forms over the columns of D. Applied to C and to Cᵀ, it gives the column sum and the row sum; `h2` is the cyclic step. `hsum` says that the two traces add to zero, and `linarith` concludes that the first one vanishes. A nonzero entry of C would make its column nonzero and the corresponding term strictly positive, which is the final contradiction.

`loewdin_commutes_iff` first obtains the two inverse relations `hr` and `hl` from `mul_eq_one_comm`. The `calc` blocks for `hSU` and `hXU` carry out the multiplication by U from the left and those by X² or S on both sides. In the forward direction, `noncomm_ring` verifies the cancellation of XUX in XC + CX, and the previous lemma gives C = 0.

In `overlap_eq_zero_of_triangular_mirror`, `hrev` is the commutation relation read entry by entry. The split by `lt_trichotomy` treats entries above, on and below the diagonal; only those above it need the reflection. The steps `e` and `hd` are the diagonal form of ZᵀSZ = 1 and the nonvanishing of its entries.

`mirror_two` identifies the two-site mirror with P by checking four entries. `dimer_site_symmetry` then verifies that P is orthogonal and preserves S, and applies the equivalence to X. For Z it applies the chain result to sites 0 and 1, which contradicts s ≠ 0.

`dimer_witness` checks the matrix products by arithmetic. Positive definiteness of its X follows from

    xᵀXx = (5/7)(x₀² + x₁²) + (15/7)(x₀ − x₁)²,

which is positive unless both components of x vanish.
